# Centre correction N t g²/(1 − tS) for a quantum corral with transitive symmetry and invertible scattering kernel

## Scatterers, propagator and kernel

A corral is a finite set of N identical point scatterers on a surface, probed at one fixed energy. The scatterers are labelled by the elements i, j, k of a finite type `ι`, and N is `Fintype.card ι`. All amplitudes are complex numbers.

In Lean 4 with Mathlib:

```lean
import Mathlib

open Matrix

namespace QuantumCorral

noncomputable section

variable {ι : Type*} [Fintype ι] [DecidableEq ι]
```

The free propagator from scatterer j to scatterer i is M(i, j), an entry of an N × N complex matrix M. It is not assumed to be Hermitian or symmetric. In the usual point-scatterer model the diagonal is zero, because repeated scattering at one site is already contained in the single-site amplitude; here the diagonal is left free. A group G acts on the labels, σ sending i to σi, written `σ • i`. The propagator is invariant when

    M(σi, σj) = M(i, j)    for all σ, i, j.

This condition is postulated. It stands for a rigid motion that permutes the scatterers and leaves the surface medium unchanged, as for a propagator depending only on distance. Positions and the formula for the surface Green's function do not enter.

```lean
/-- The propagator between scatterers is unchanged when both sites are moved by the same
symmetry operation of the group `G`. -/
def Invariant (G : Type*) {ι : Type*} [SMul G ι] (M : Matrix ι ι ℂ) : Prop :=
  ∀ (σ : G) (i j : ι), M (σ • i) (σ • j) = M i j
```

The uniform vector 𝟏 has the entry 1 on every scatterer. It is unnormalised, with 𝟏ᵀ𝟏 = N, and the unit vector along it is u = 𝟏/√N.

```lean
/-- The vector with amplitude one on every scatterer. -/
def ones (ι : Type*) : ι → ℂ := fun _ => 1
```

The sum of row i is S(i) = Σⱼ M(i, j), the total amplitude that reaches site i when every site emits with unit strength.

```lean
/-- The sum of the propagator over row `i`. -/
def rowSum (M : Matrix ι ι ℂ) (i : ι) : ℂ := ∑ j, M i j
```

Each scatterer re-emits t times the wave incident on it. The single number t is the scattering amplitude at the chosen energy, common to all sites, with one isotropic channel per site. A source at the centre reaches every scatterer with the same amplitude g, which is the free propagator over the common distance. The wave ψ(i) incident on site i is the direct wave plus the waves re-emitted by the scatterers:

    ψ(i) = g + t Σⱼ M(i, j) ψ(j),    that is    K ψ = g 𝟏,    K = 1 − tM,

where 1 is the identity matrix. K is the kernel.

```lean
/-- The multiple-scattering kernel `1 - t M` for scattering amplitude `t`. -/
def kernel (t : ℂ) (M : Matrix ι ι ℂ) : Matrix ι ι ℂ := 1 - t • M
```

The wave tψ(i) returns to the centre with amplitude g again. Using the same g outward and back is reciprocity of the propagator, and it gives g², not |g|². When K is invertible, ψ = g K⁻¹𝟏, and the change of the Green's function at the centre is

    δ = t g Σᵢ ψ(i) = g² t 𝟏ᵀ K⁻¹ 𝟏.

The definition takes the last expression; `⬝ᵥ` is the bilinear product without complex conjugation and `*ᵥ` is the matrix-vector product. Mathlib sets the inverse of a singular matrix to zero, so `centreCorrection` has its physical meaning only under `IsUnit (kernel t M).det`, which over ℂ says det K ≠ 0.

```lean
/-- The correction at the centre, `g² t 1ᵀ (1 - t M)⁻¹ 1`, for coupling amplitude `g` between
the centre and each scatterer. -/
def centreCorrection (g t : ℂ) (M : Matrix ι ι ℂ) : ℂ :=
  g ^ 2 * t * (ones ι ⬝ᵥ ((kernel t M)⁻¹ *ᵥ ones ι))
```

For non-interacting surface electrons and single-channel point scatterers, −Im δ/π (with retarded propagators) is the change in the local density of states at the centre. The differential conductance of a weakly coupled tunnelling tip is approximately proportional to the full local density of states, not to this change alone. The theorems concern the complex number δ at that one point and one energy.

## Equal row sums

The action is transitive when any site can be carried to any other: for all i and k some σ has k = σi. All scatterers are then equivalent, as on a regular polygon; two concentric rings of different radii do not qualify under their geometric symmetry. Since j ↦ σj is a permutation of the labels,

    S(k) = Σⱼ M(σi, j) = Σⱼ M(σi, σj) = Σⱼ M(i, j) = S(i).

Transitivity is `MulAction.IsPretransitive G ι`, and G may be finite or infinite. In the proof, `MulAction.exists_smul_eq` supplies σ and k is replaced by `σ • i`, `Equiv.sum_comp` is the relabelling in the second equality, and `hM` is applied term by term for the third.

```lean
omit [DecidableEq ι] in
/-- If the symmetry group acts transitively on the scatterers and the propagator is invariant,
all rows of the propagator have the same sum. -/
theorem rowSum_eq {G : Type*} [Group G] [MulAction G ι] [MulAction.IsPretransitive G ι]
    {M : Matrix ι ι ℂ} (hM : Invariant G M) (i k : ι) : rowSum M i = rowSum M k := by
  obtain ⟨σ, rfl⟩ := MulAction.exists_smul_eq G i k
  unfold rowSum
  -- relabel the columns by the permutation that σ induces
  rw [← Equiv.sum_comp (MulAction.toPerm σ) (fun j => M (σ • i) j)]
  exact Finset.sum_congr rfl fun j _ => (hM σ i j).symm
```

## The uniform vector as an eigenvector of the kernel

Let every row have the sum S. Entry i of M𝟏 is Σⱼ M(i, j) = S, so

    M𝟏 = S𝟏,    K𝟏 = 𝟏 − tS𝟏 = (1 − tS)𝟏.

The group has done its work by now: the lemma holds for any matrix with constant row sums. Its step `h` is the first equation, proved entry by entry, and `module` collects the two multiples of 𝟏.

```lean
/-- If every row of `M` sums to `S`, the kernel multiplies the uniform vector by `1 - t S`. -/
theorem kernel_mulVec_ones {M : Matrix ι ι ℂ} {S : ℂ} (t : ℂ) (hS : ∀ i, rowSum M i = S) :
    kernel t M *ᵥ ones ι = (1 - t * S) • ones ι := by
  have h : M *ᵥ ones ι = S • ones ι := by
    funext i
    have hi := hS i
    unfold rowSum at hi
    simp [Matrix.mulVec, dotProduct, ones, hi]
  unfold kernel
  rw [Matrix.sub_mulVec, Matrix.one_mulVec, Matrix.smul_mulVec, h]
  module
```

Now let det K ≠ 0 and N ≥ 1. Multiplying K𝟏 = (1 − tS)𝟏 from the left by K⁻¹ gives

    𝟏 = (1 − tS) K⁻¹𝟏.

If 1 − tS were zero, any one entry of this equation would read 1 = 0. Hence 1 − tS ≠ 0, and division is allowed:

    K⁻¹𝟏 = (1 − tS)⁻¹ 𝟏.

The assumption `Nonempty ι` provides the entry at which the contradiction is read off in `hne`. The identity K⁻¹K = 1 is `Matrix.nonsing_inv_mul`, and the `calc` block is the division.

```lean
/-- If every row sums to `S`, there is a scatterer and the kernel is invertible, then
`1 - t S ≠ 0` and the inverse kernel multiplies the uniform vector by `1 / (1 - t S)`. -/
theorem inv_kernel_mulVec_ones [Nonempty ι] {M : Matrix ι ι ℂ} {S t : ℂ}
    (hS : ∀ i, rowSum M i = S) (hK : IsUnit (kernel t M).det) :
    1 - t * S ≠ 0 ∧ (kernel t M)⁻¹ *ᵥ ones ι = (1 - t * S)⁻¹ • ones ι := by
  -- apply the inverse to (1 - tM) 1 = (1 - tS) 1
  have h : ones ι = (1 - t * S) • ((kernel t M)⁻¹ *ᵥ ones ι) := by
    rw [← Matrix.mulVec_smul, ← kernel_mulVec_ones t hS, Matrix.mulVec_mulVec,
      Matrix.nonsing_inv_mul _ hK, Matrix.one_mulVec]
  have hne : 1 - t * S ≠ 0 := by
    intro h0
    rw [h0, zero_smul] at h
    have h1 : (1 : ℂ) = 0 := congrFun h (Classical.arbitrary ι)
    exact one_ne_zero h1
  refine ⟨hne, ?_⟩
  calc (kernel t M)⁻¹ *ᵥ ones ι
      = (1 - t * S)⁻¹ • ((1 - t * S) • ((kernel t M)⁻¹ *ᵥ ones ι)) := by
        rw [smul_smul, inv_mul_cancel₀ hne, one_smul]
    _ = (1 - t * S)⁻¹ • ones ι := by rw [← h]
```

## The closed form at the centre

Taking the product with 𝟏ᵀ and using 𝟏ᵀ𝟏 = N,

    δ = g² t (1 − tS)⁻¹ 𝟏ᵀ𝟏 = N t g²/(1 − tS).

In normalised terms uᵀK⁻¹u = 1/(1 − tS), and the centre couples to the symmetric mode u with amplitude √N g, so δ is that of one scatterer of amplitude t/(1 − tS) coupled to the centre by √N g.

The theorem `symmetric_corral` reads as follows. For a transitive action, an invariant M, any g and t with det K ≠ 0, and any reference site `i₀`, three things hold with S = S(i₀): every row sums to S, 1 − tS ≠ 0, and δ has the value above. The reference site names S and also guarantees N ≥ 1. For N = 1 the matrix is a single number S, and with zero diagonal the formula is the single-scattering value t g². The proof combines `rowSum_eq` with `inv_kernel_mulVec_ones` and finishes with `hN`, which is 𝟏ᵀ𝟏 = N.

```lean
/-- Symmetric corral: for a transitive symmetry group, an invariant propagator and an invertible
kernel, all rows have the sum `S` of row `i₀`, `1 - t S ≠ 0`, and the centre correction is
`N t g² / (1 - t S)` with `N` the number of scatterers. -/
theorem symmetric_corral {G : Type*} [Group G] [MulAction G ι] [MulAction.IsPretransitive G ι]
    {M : Matrix ι ι ℂ} (hM : Invariant G M) (g t : ℂ) (hK : IsUnit (kernel t M).det) (i₀ : ι) :
    (∀ i, rowSum M i = rowSum M i₀) ∧ 1 - t * rowSum M i₀ ≠ 0 ∧
      centreCorrection g t M = Fintype.card ι * t * g ^ 2 / (1 - t * rowSum M i₀) := by
  have : Nonempty ι := ⟨i₀⟩
  have hS : ∀ i, rowSum M i = rowSum M i₀ := fun i => rowSum_eq hM i i₀
  obtain ⟨hne, hinv⟩ := inv_kernel_mulVec_ones hS hK
  refine ⟨hS, hne, ?_⟩
  -- 1ᵀ 1 = N
  have hN : ones ι ⬝ᵥ ones ι = (Fintype.card ι : ℂ) := by
    simp [dotProduct, ones]
  unfold centreCorrection
  rw [hinv, dotProduct_smul, hN, smul_eq_mul, div_eq_mul_inv]
  ring
```

The definition of δ skipped the amplitudes ψ, and the next theorem ties it back to them. If ψ is any solution of ψ = g𝟏 + tMψ, then Kψ = g𝟏 (`h1`), so that

    ψ = g K⁻¹𝟏 = g (1 − tS)⁻¹ 𝟏

(`h2`, and entry by entry `h3`). Summing N equal terms gives

    t g Σᵢ ψ(i) = N t g²/(1 − tS) = δ.

The solution ψ enters as the hypothesis `hψ`; the statement describes every solution and does not itself assert that one exists.

```lean
/-- In a symmetric corral with invertible kernel, any solution of the multiple-scattering
equation `ψ = g 1 + t M ψ` has amplitude `g / (1 - t S)` on every scatterer, and `t g ∑ ψ` equals
the centre correction. -/
theorem scattering_amplitudes {G : Type*} [Group G] [MulAction G ι]
    [MulAction.IsPretransitive G ι] {M : Matrix ι ι ℂ} (hM : Invariant G M) (g t : ℂ)
    (hK : IsUnit (kernel t M).det) (i₀ : ι) {ψ : ι → ℂ}
    (hψ : ψ = g • ones ι + t • (M *ᵥ ψ)) :
    (∀ i, ψ i = g / (1 - t * rowSum M i₀)) ∧ t * g * ∑ i, ψ i = centreCorrection g t M := by
  have : Nonempty ι := ⟨i₀⟩
  obtain ⟨hS, -, hc⟩ := symmetric_corral hM g t hK i₀
  obtain ⟨-, hinv⟩ := inv_kernel_mulVec_ones hS hK
  have h1 : kernel t M *ᵥ ψ = g • ones ι := by
    unfold kernel
    rw [Matrix.sub_mulVec, Matrix.one_mulVec, Matrix.smul_mulVec]
    exact sub_eq_of_eq_add hψ
  have h2 : ψ = g • ((1 - t * rowSum M i₀)⁻¹ • ones ι) := by
    rw [← hinv, ← Matrix.mulVec_smul, ← h1, Matrix.mulVec_mulVec,
      Matrix.nonsing_inv_mul _ hK, Matrix.one_mulVec]
  have h3 : ∀ i, ψ i = g / (1 - t * rowSum M i₀) := by
    intro i
    rw [congrFun h2 i, div_eq_mul_inv]
    simp [ones]
  refine ⟨h3, ?_⟩
  rw [hc, Finset.sum_congr rfl fun i _ => h3 i, Finset.sum_const, Finset.card_univ,
    nsmul_eq_mul]
  ring
```

## The singularity at tS = 1

Read backwards, the second conclusion of `symmetric_corral` says that tS = 1 forces det K = 0. The proof assumes a nonzero determinant and applies that theorem with g = 0, the coupling being irrelevant to this conclusion. Only this direction is stated: K may also be singular through a mode of another symmetry while 1 − tS ≠ 0.

```lean
/-- In a symmetric corral, if `t S = 1` for the row sum `S`, the determinant of the kernel
`1 - t M` vanishes. -/
theorem det_kernel_eq_zero {G : Type*} [Group G] [MulAction G ι]
    [MulAction.IsPretransitive G ι] {M : Matrix ι ι ℂ} (hM : Invariant G M) (t : ℂ) (i₀ : ι)
    (hres : t * rowSum M i₀ = 1) : (kernel t M).det = 0 := by
  by_contra h
  have hK : IsUnit (kernel t M).det := isUnit_iff_ne_zero.mpr h
  exact (symmetric_corral hM 0 t hK i₀).2.1 (by rw [hres, sub_self])
```

## Rings

Label the scatterers by a finite abelian group A, for a ring the integers modulo N, and let the propagator depend on the difference of labels, M(i, j) = f(i − j), for a function f on A. This matrix is `Matrix.circulant f`; f(0) is the diagonal, and f need not be even. Translation by an element a of A leaves M unchanged, since (a + i) − (a + j) = i − j, and translation by y − x carries x to y. The row of the site 0 sums to

    S = Σⱼ f(0 − j) = Σₖ f(k),

because j ↦ −j is a permutation. For det K ≠ 0 this gives 1 − tΣₖ f(k) ≠ 0 and

    δ = N t g²/(1 − t Σₖ f(k)).

`Multiplicative A` is A with its addition written as a product, which lets it serve as G. The steps `hM`, the transitivity instance and `hS` are the three facts just listed.

```lean
/-- Scatterers labelled by a finite abelian group, such as a ring, with propagator `f (i - j)`
and invertible kernel: `1 - t ∑ f ≠ 0` and the centre correction is `N t g² / (1 - t ∑ f)`. -/
theorem ring_corral {A : Type*} [AddCommGroup A] [Fintype A] [DecidableEq A] (f : A → ℂ)
    (g t : ℂ) (hK : IsUnit (kernel t (Matrix.circulant f)).det) :
    1 - t * ∑ k, f k ≠ 0 ∧
      centreCorrection g t (Matrix.circulant f)
        = Fintype.card A * t * g ^ 2 / (1 - t * ∑ k, f k) := by
  -- translations leave the propagator invariant
  have hM : Invariant (Multiplicative A) (Matrix.circulant f) := by
    intro σ i j
    change f ((σ.toAdd + i) - (σ.toAdd + j)) = f (i - j)
    rw [add_sub_add_left_eq_sub]
  have : MulAction.IsPretransitive (Multiplicative A) A :=
    ⟨fun x y => ⟨Multiplicative.ofAdd (y - x), sub_add_cancel y x⟩⟩
  have hS : rowSum (Matrix.circulant f) 0 = ∑ k, f k :=
    Equiv.sum_comp (Equiv.subLeft (0 : A)) f
  rw [← hS]
  exact (symmetric_corral hM g t hK 0).2
```

## Two scatterers

For an explicit case take the sites 0 and 1, zero diagonal, and M(0, 1) = M(1, 0) = i, where i now denotes the imaginary unit `Complex.I`.

```lean
/-- Two scatterers joined by the propagator `i`, with no self term. -/
def dimer : Matrix (Fin 2) (Fin 2) ℂ := Matrix.of fun i j => if i = j then 0 else Complex.I
```

The two permutations of the sites act transitively, and they preserve M because its entries depend only on whether the labels agree. At t = 1 the kernel has 1 on the diagonal and −i off it, so

    det K = 1 − (−i)² = 2,    S = i,    δ = 2g²/(1 − i) = (1 + i) g².

The theorem records transitivity, invariance, invertibility and the value 2g²/(1 − i). It exhibits a complex, non-Hermitian propagator that meets every assumption of `symmetric_corral`. The numbers are chosen for simple algebra and do not describe a physical pair: with retarded propagators a scatterer without gain has Im(1/t) ≥ |Im M(0, 1)|, which fails for t = 1 and M(0, 1) = i.

```lean
/-- The dimer propagator is invariant under the transitive action of the permutations of the two
sites, its kernel at `t = 1` is invertible, and the centre correction is `2 g² / (1 - i)`. -/
theorem dimer_witness (g : ℂ) :
    MulAction.IsPretransitive (Equiv.Perm (Fin 2)) (Fin 2) ∧
      Invariant (Equiv.Perm (Fin 2)) dimer ∧ IsUnit (kernel 1 dimer).det ∧
      centreCorrection g 1 dimer = 2 * g ^ 2 / (1 - Complex.I) := by
  have hT : MulAction.IsPretransitive (Equiv.Perm (Fin 2)) (Fin 2) :=
    ⟨fun x y => ⟨Equiv.swap x y, Equiv.swap_apply_left x y⟩⟩
  have hM : Invariant (Equiv.Perm (Fin 2)) dimer := by
    intro σ i j
    simp [dimer, Equiv.Perm.smul_def]
  have hK : IsUnit (kernel 1 dimer).det := by
    rw [isUnit_iff_ne_zero, Matrix.det_fin_two]
    simp [kernel, dimer]
  have hS : rowSum dimer 0 = Complex.I := by
    simp [rowSum, dimer, Fin.sum_univ_two]
  refine ⟨hT, hM, hK, ?_⟩
  rw [(symmetric_corral hM g 1 hK 0).2.2, hS]
  simp

end

end QuantumCorral
```

```lean
#print axioms QuantumCorral.symmetric_corral
#print axioms QuantumCorral.scattering_amplitudes
#print axioms QuantumCorral.det_kernel_eq_zero
#print axioms QuantumCorral.ring_corral
```

```
'QuantumCorral.symmetric_corral' depends on axioms: [propext, Classical.choice, Quot.sound]
'QuantumCorral.scattering_amplitudes' depends on axioms: [propext, Classical.choice, Quot.sound]
'QuantumCorral.det_kernel_eq_zero' depends on axioms: [propext, Classical.choice, Quot.sound]
'QuantumCorral.ring_corral' depends on axioms: [propext, Classical.choice, Quot.sound]
```

## Defining the correction through solutions

A different formulation would drop the matrix inverse, define δ as t g Σᵢ ψ(i) for a solution ψ of Kψ = g𝟏, and assume only 1 − tS ≠ 0. The argument that follows is informal and belongs to none of the theorems above. Transitivity makes the column sums equal as well, and their common value is S because rows and columns add up to the same total NS. Then 𝟏ᵀK = (1 − tS)𝟏ᵀ, so every solution would have Σᵢ ψ(i) = N g/(1 − tS), and the formula for δ would survive when K is singular in another mode. For the two scatterers det K = 1 + t² vanishes at t = i, where 1 − tS = 2; this value of t is again only an algebraic illustration, since Im(1/t) = −1 is not allowed for a scatterer without gain. For singular K the amplitudes would no longer have to be uniform, since any null vector of K could be added to ψ.
